# Five product vectors of two qutrits that no product vector extends, and the entangled operator with positive partial transpose on their complement

Q: Before I judge any theorem, I want the definitions. What is a state here, and which inner product do you use?

A: The system is a pair of three-level systems. A vector of \(\mathbb C^3\otimes\mathbb C^3\) is a list of nine complex amplitudes, indexed by pairs \((i,j)\) with \(i,j\in\{0,1,2\}\). The inner product is \(\langle u|v\rangle=\sum_p \overline{u_p}\,v_p\), conjugate-linear on the left, and Lean writes it `star u ⬝ᵥ v`. Vectors need not be normalised.

```lean
import Mathlib

open Matrix
open scoped ComplexOrder

namespace TilesProductBasis

noncomputable section

/-- State vectors of two three-level systems, given by their nine amplitudes. -/
abbrev TwoQutrit := Fin 3 × Fin 3 → ℂ
```

The product vector \(a\otimes b\) has amplitudes \(a_i b_j\).

```lean
/-- The product vector `a ⊗ b`. -/
def prodVec (a b : Fin 3 → ℂ) : TwoQutrit := fun p => a p.1 * b p.2
```

Q: And the five vectors?

A: With \(e_0,e_1,e_2\) the standard basis and \(w=e_0+e_1+e_2\), they are \(t_k=\alpha_k\otimes\beta_k\) for \(k=0,\dots,4\):

\[
\begin{aligned}
t_0&=e_0\otimes(e_0-e_1), & t_1&=e_2\otimes(e_1-e_2),\\
t_2&=(e_0-e_1)\otimes e_2, & t_3&=(e_1-e_2)\otimes e_0,\\
t_4&=w\otimes w.
\end{aligned}
\]

In the code \(\alpha_k\), \(\beta_k\) and \(t_k\) are `tileA k`, `tileB k` and `tile k`.

```lean
/-- First factors of the five vectors: `e0, e2, e0 - e1, e1 - e2, e0 + e1 + e2`. -/
def tileA : Fin 5 → Fin 3 → ℂ :=
  ![![1, 0, 0], ![0, 0, 1], ![1, -1, 0], ![0, 1, -1], ![1, 1, 1]]

/-- Second factors of the five vectors: `e0 - e1, e1 - e2, e2, e0, e0 + e1 + e2`. -/
def tileB : Fin 5 → Fin 3 → ℂ :=
  ![![1, -1, 0], ![0, 1, -1], ![0, 0, 1], ![1, 0, 0], ![1, 1, 1]]

/-- The five product vectors. -/
def tile (k : Fin 5) : TwoQutrit := prodVec (tileA k) (tileB k)
```

Q: Five vectors can't be a basis of a nine-dimensional space.

A: They are a basis of their own span only. "Unextendible product basis" means an orthogonal set of product vectors to which no further nonzero product vector can be added orthogonally. The complement still has dimension four, and the operator of interest lives there:

\[
P=1-\sum_{k}\frac{|t_k\rangle\langle t_k|}{N_k},\qquad (N_0,\dots,N_4)=(2,2,2,2,9).
\]

```lean
/-- The numbers 2, 2, 2, 2, 9, used to normalise the five vectors. -/
def tileNormSq : Fin 5 → ℂ := ![2, 2, 2, 2, 9]

/-- The identity minus the normalised projectors onto the five vectors. -/
def complement : Matrix (Fin 3 × Fin 3) (Fin 3 × Fin 3) ℂ :=
  1 - ∑ k, (tileNormSq k)⁻¹ • vecMulVec (tile k) (star (tile k))
```

Partial transposition exchanges the row and column indices of the second system and leaves those of the first alone.

```lean
/-- Transposition of the second system only. -/
def partialTranspose (M : Matrix (Fin 3 × Fin 3) (Fin 3 × Fin 3) ℂ) :
    Matrix (Fin 3 × Fin 3) (Fin 3 × Fin 3) ℂ :=
  Matrix.of fun p q => M (p.1, q.2) (q.1, p.2)
```

Q: The numbers \(N_k\) are typed in by hand. What if one is wrong?

A: Then the Gram matrix would expose it. Inner products of product vectors factorise,

\[
\langle a\otimes b|c\otimes d\rangle=\sum_{i,j}\overline{a_i}\,\overline{b_j}\,c_i d_j=\langle a|c\rangle\langle b|d\rangle ,
\]

so the squared norms are \(1\cdot2\), \(1\cdot 2\), \(2\cdot1\), \(2\cdot 1\) and \(3\cdot3\). For each of the ten pairs one local factor vanishes. The first factors are orthogonal for the pairs 01, 03, 12, 24 and 34, and the second factors for 02, 04, 13, 14 and 23.

`inner_prodVec` is the factorisation: it splits the sum over pairs into a double sum and reorders each term. `tile_gram` then runs through all 25 index pairs with `fin_cases` and evaluates them.

```lean
/-- The inner product of two product vectors is the product of the local inner products. -/
theorem inner_prodVec (a b c d : Fin 3 → ℂ) :
    star (prodVec a b) ⬝ᵥ prodVec c d = (star a ⬝ᵥ c) * (star b ⬝ᵥ d) := by
  simp only [dotProduct, prodVec, Pi.star_apply, star_mul', Fintype.sum_prod_type,
    Finset.sum_mul_sum]
  refine Finset.sum_congr rfl fun i _ => Finset.sum_congr rfl fun j _ => ?_
  ring

/-- The five vectors are mutually orthogonal, with squared norms 2, 2, 2, 2, 9. -/
theorem tile_gram (j k : Fin 5) :
    star (tile j) ⬝ᵥ tile k = if j = k then tileNormSq j else 0 := by
  rw [tile, tile, inner_prodVec]
  fin_cases j <;> fin_cases k <;>
    simp [tileA, tileB, tileNormSq, dotProduct, Fin.sum_univ_three] <;> norm_num
```

Q: Orthogonality is the easy half. Why can no sixth product vector be added?

A: Suppose \(a\otimes b\) is orthogonal to all five. Then \(\langle\alpha_k|a\rangle\langle\beta_k|b\rangle=0\) for each \(k\), so each condition is met by \(a\) or by \(b\):

\[
\begin{array}{c|c|c}
k & \text{on } a & \text{on } b\\ \hline
0 & a_0=0 & b_0=b_1\\
1 & a_2=0 & b_1=b_2\\
2 & a_0=a_1 & b_2=0\\
3 & a_1=a_2 & b_0=0\\
4 & a_0+a_1+a_2=0 & b_0+b_1+b_2=0
\end{array}
\]

Five conditions fall on two factors, so one factor, call it \(x\), meets at least three. Both columns draw on the same list: the four equalities \(0=x_0\), \(x_0=x_1\), \(x_1=x_2\), \(x_2=0\), and the vanishing sum.

The four equalities form a closed ring through \(0,x_0,x_1,x_2\). Any three of them still connect everything, so \(x=0\). If only two are available, the sum condition is the third. Two equalities leave the ring in two arcs. Entries on the arc containing \(0\) vanish, and the other arc holds one, two or three entries with a common value \(s\). The sum condition reads \(s=0\), \(2s=0\) or \(3s=0\), so again \(x=0\). Either way \(a\otimes b=0\).

Q: Does the theorem say exactly that, or something weaker with real or normalised vectors?

A: It says exactly that. `tiles_unextendible` has three parts: every `tile k` is nonzero, distinct ones are orthogonal, and for all complex `a` and `b`, if `prodVec a b` is orthogonal to all five, then `prodVec a b = 0`. Nothing is assumed about norms or phases.

```lean
/-- The five vectors form an unextendible product basis: they are nonzero and mutually
orthogonal, and a product vector orthogonal to all of them vanishes. -/
theorem tiles_unextendible :
    (∀ k, tile k ≠ 0) ∧ (∀ j k, j ≠ k → star (tile j) ⬝ᵥ tile k = 0) ∧
      ∀ a b : Fin 3 → ℂ, (∀ k, star (tile k) ⬝ᵥ prodVec a b = 0) → prodVec a b = 0 := by
  refine ⟨fun k hk => ?_, fun j k hjk => by rw [tile_gram, if_neg hjk], fun a b h => ?_⟩
  · have hN : tileNormSq k ≠ 0 := by fin_cases k <;> simp [tileNormSq]
    apply hN
    simpa [hk] using (tile_gram k k).symm
  · -- each orthogonality condition is met by the first or by the second factor
    simp only [tile, inner_prodVec, mul_eq_zero] at h
    have h0 := h 0
    have h1 := h 1
    have h2 := h 2
    have h3 := h 3
    have h4 := h 4
    clear h
    simp [tileA, tileB, dotProduct, Fin.sum_univ_three] at h0 h1 h2 h3 h4
    -- one factor meets three independent conditions
    have key : (a 0 = 0 ∧ a 1 = 0 ∧ a 2 = 0) ∨ (b 0 = 0 ∧ b 1 = 0 ∧ b 2 = 0) := by
      rcases h0 with h0 | h0 <;> rcases h1 with h1 | h1 <;> rcases h2 with h2 | h2 <;>
        rcases h3 with h3 | h3 <;> rcases h4 with h4 | h4 <;> grind
    rcases key with ⟨p, q, r⟩ | ⟨p, q, r⟩
    · have ha : ∀ i, a i = 0 := by
        intro i
        fin_cases i
        exacts [p, q, r]
      ext x
      simp [prodVec, ha]
    · have hb : ∀ i, b i = 0 := by
        intro i
        fin_cases i
        exacts [p, q, r]
      ext x
      simp [prodVec, hb]
```

The first part follows from the Gram matrix, since a zero vector would have \(N_k=0\). The second is read off from it directly. For the third, `mul_eq_zero` turns each vanishing product into an "or", and `simp` writes out the table above.

Q: I don't see your counting argument or your ring in the code.

A: They are replaced by exhaustion, and this is the device on which the proof turns. Each `rcases` splits one "or" into its two alternatives, and the combinator `<;>` applies the next tactic to every goal produced so far. Five splits give \(2^5=32\) cases, each a definite assignment of the five conditions to \(a\) or \(b\). In every case `grind` has to show that all entries of `a` vanish or all entries of `b` do. It assumes the opposite and looks for a contradiction, combining case splitting with algebra on the linear equations. That no case survives is the pigeonhole argument in enumerated form. The steps from \(2s=0\) and \(3s=0\) to \(s=0\) are harmless because the entries are complex numbers.

Q: Fine. Now the operator \(P\). Is it a state?

A: Up to normalisation, yes: \(P/4\) is a density matrix. By hand, orthogonality gives

\[
P\,t_k=t_k-\sum_j\frac{\langle t_j|t_k\rangle}{N_j}\,t_j=t_k-t_k=0 .
\]

Hence \(P^2=P-\sum_k N_k^{-1}\,|P t_k\rangle\langle t_k|=P\). The \(N_k\) are real, so \(P^\dagger=P\), and \(P=P^\dagger P\) is positive semidefinite. Its trace is \(9-\sum_k N_k/N_k=4\).

The formal proof follows this line. `sum_projectors_mulVec` says how a weighted sum of operators \(|x_i\rangle\langle x_i|\) acts on a vector, and `complement_mulVec_tile` applies it to \(t_k\), where only the term \(j=k\) survives.

```lean
/-- A weighted sum of operators `|x⟩⟨x|` acts on `y` through the overlaps `⟨x|y⟩`. -/
theorem sum_projectors_mulVec {ι : Type*} [Fintype ι] (c : ι → ℂ) (x : ι → TwoQutrit)
    (y : TwoQutrit) :
    (∑ i, c i • vecMulVec (x i) (star (x i))) *ᵥ y
      = ∑ i, (c i * (star (x i) ⬝ᵥ y)) • x i := by
  ext p
  simp only [mulVec, dotProduct, Matrix.sum_apply, Matrix.smul_apply, vecMulVec_apply,
    Finset.sum_apply, Pi.smul_apply, smul_eq_mul, Finset.sum_mul, Finset.mul_sum]
  rw [Finset.sum_comm]
  refine Finset.sum_congr rfl fun i _ => Finset.sum_congr rfl fun q _ => ?_
  ring

/-- The complementary operator annihilates each of the five vectors. -/
theorem complement_mulVec_tile (k : Fin 5) : complement *ᵥ tile k = 0 := by
  have hN : tileNormSq k ≠ 0 := by fin_cases k <;> simp [tileNormSq]
  rw [complement, Matrix.sub_mulVec, Matrix.one_mulVec, sum_projectors_mulVec,
    Finset.sum_eq_single k]
  · simp [tile_gram, hN]
  · intro j _ hj
    simp [tile_gram, hj]
  · simp
```

In `complement_posSemidef`, `hH` is Hermiticity and `hI` is \(P^2=P\). Mathlib's fact that \(M^\dagger M\) is positive semidefinite finishes the proof.

```lean
/-- The complementary operator is positive semidefinite. -/
theorem complement_posSemidef : complement.PosSemidef := by
  have hH : complementᴴ = complement := by
    rw [complement, conjTranspose_sub, conjTranspose_one, conjTranspose_sum]
    congr 1
    refine Finset.sum_congr rfl fun k _ => ?_
    have hc : star (tileNormSq k)⁻¹ = (tileNormSq k)⁻¹ := by
      fin_cases k <;> simp [tileNormSq]
    rw [conjTranspose_smul, hc]
    congr 1
    ext p q
    simp [vecMulVec_apply, mul_comm]
  -- it is a projector, because it annihilates the vectors that were removed
  have hI : complement * complement = complement := by
    calc complement * complement
        = complement * (1 - ∑ k, (tileNormSq k)⁻¹ • vecMulVec (tile k) (star (tile k))) := rfl
      _ = complement := by
        rw [mul_sub, mul_one, Finset.mul_sum, Finset.sum_eq_zero, sub_zero]
        intro k _
        rw [Matrix.mul_smul, Matrix.mul_vecMulVec, complement_mulVec_tile]
        ext p q
        simp
  have h := posSemidef_conjTranspose_mul_self complement
  rwa [hH, hI] at h

/-- The complementary operator has trace 4. -/
theorem complement_trace : complement.trace = 4 := by
  have ht : ∀ k, (vecMulVec (tile k) (star (tile k))).trace = tileNormSq k := by
    intro k
    rw [Matrix.trace_vecMulVec, dotProduct_comm, tile_gram, if_pos rfl]
  rw [complement, Matrix.trace_sub, Matrix.trace_sum]
  simp only [Matrix.trace_smul, ht, Matrix.trace_one, smul_eq_mul]
  simp [Fin.sum_univ_five, tileNormSq]
  norm_num
```

Q: You promised a positive partial transpose. Where is it?

A: The theorem is stronger: partial transposition does not change \(P\) at all. Positivity of the partial transpose then follows from positivity of \(P\). The entry of \(|t_n\rangle\langle t_n|\) in row \((i,j)\) and column \((k,l)\) is

\[
\alpha_n(i)\,\beta_n(j)\,\overline{\alpha_n(k)}\,\overline{\beta_n(l)} .
\]

Since \(\beta_n\) is real, exchanging \(j\) and \(l\) leaves this entry as it was. The identity, with entries \(\delta_{ik}\delta_{jl}\), is symmetric in the same way. In the code `hB` records that the second factors are real, and the rest is a comparison entry by entry.

```lean
/-- The complementary operator is unchanged by partial transposition. -/
theorem complement_partialTranspose : partialTranspose complement = complement := by
  have hB : ∀ k j, star (tileB k j) = tileB k j := by
    intro k j
    fin_cases k <;> fin_cases j <;> simp [tileB]
  ext ⟨i, j⟩ ⟨k, l⟩
  simp only [partialTranspose, Matrix.of_apply, complement, Matrix.sub_apply,
    Matrix.sum_apply, Matrix.smul_apply, vecMulVec_apply, Pi.star_apply, tile, prodVec,
    star_mul', hB, smul_eq_mul]
  congr 1
  · simp [Matrix.one_apply, eq_comm (a := l) (b := j)]
  · refine Finset.sum_congr rfl fun n _ => ?_
    ring
```

Q: Now the word I distrust most: "entangled". Your statement about finite sums has no probabilities in it.

A: They are absorbed into the vectors. A separable state is a mixture \(\sum_i p_i\,\rho_i\otimes\sigma_i\) of product states. Diagonalising each \(\rho_i\) and \(\sigma_i\) turns it into a mixture of projectors onto product vectors, and each nonnegative weight enters its vector as a square root. The factor 4 between \(P\) and \(P/4\) is absorbed likewise. So `complement_not_separable` denies what it should: for every number of terms `m` and all families `a`, `b`, the operator differs from \(\sum_i|x_i\rangle\langle x_i|\) with \(x_i=a_i\otimes b_i\).

Q: And the argument?

A: Suppose \(P=\sum_i|x_i\rangle\langle x_i|\). Because \(P t_k=0\),

\[
0=\langle t_k|P|t_k\rangle=\sum_i|\langle t_k|x_i\rangle|^2 .
\]

A sum of nonnegative terms vanishes only if each term does, so every \(x_i\) is orthogonal to all five \(t_k\). Unextendibility gives \(x_i=0\) for all \(i\), hence \(P=0\), which contradicts trace 4. With `m` equal to zero the sum is empty and the same contradiction applies.

```lean
/-- The complementary operator is entangled: it is not a finite sum of operators `|x⟩⟨x|`
with product vectors `x`. -/
theorem complement_not_separable (m : ℕ) (a b : Fin m → Fin 3 → ℂ) :
    complement ≠ ∑ i, vecMulVec (prodVec (a i) (b i)) (star (prodVec (a i) (b i))) := by
  intro h
  have hx : ∀ i, prodVec (a i) (b i) = 0 := by
    intro i
    refine tiles_unextendible.2.2 _ _ fun k => ?_
    -- the expectation value in the k-th vector is a sum of squared overlaps
    have h1 := sum_projectors_mulVec (fun _ => 1) (fun i => prodVec (a i) (b i)) (tile k)
    simp only [one_smul, one_mul] at h1
    rw [← h, complement_mulVec_tile] at h1
    have hs : ∀ x : TwoQutrit, star (x) ⬝ᵥ tile k = star (star (tile k) ⬝ᵥ x) := by
      intro x
      simp [dotProduct, mul_comm]
    have h2 := congrArg (fun v => star (tile k) ⬝ᵥ v) h1
    simp only [dotProduct_zero, dotProduct_sum, dotProduct_smul, smul_eq_mul, hs] at h2
    have h3 : ∑ i, Complex.normSq (star (tile k) ⬝ᵥ prodVec (a i) (b i)) = 0 := by
      apply Complex.ofReal_injective
      rw [Complex.ofReal_sum, Complex.ofReal_zero, h2]
      refine Finset.sum_congr rfl fun i _ => ?_
      rw [← Complex.mul_conj, mul_comm]
      rfl
    have h4 := (Finset.sum_eq_zero_iff_of_nonneg
      (fun i _ => Complex.normSq_nonneg _)).mp h3 i (Finset.mem_univ i)
    exact Complex.normSq_eq_zero.mp h4
  -- all terms vanish, against the trace
  have h0 : complement = 0 := by
    rw [h]
    refine Finset.sum_eq_zero fun i _ => ?_
    rw [hx i]
    ext p q
    simp [vecMulVec_apply]
  have ht := complement_trace
  rw [h0, Matrix.trace_zero] at ht
  norm_num at ht

end

end TilesProductBasis
```

In Lean, `h1` is \(P t_k=0\) written through the assumed sum, `h2` takes its inner product with \(t_k\), and `h3` rewrites the result as a vanishing sum of squared moduli. `h4` extracts the single term, which `tiles_unextendible` needs as its hypothesis. The last lines compare the trace of the zero matrix with 4.

```lean
#print axioms TilesProductBasis.complement_posSemidef
#print axioms TilesProductBasis.complement_partialTranspose
#print axioms TilesProductBasis.complement_not_separable
```

```
'TilesProductBasis.complement_posSemidef' depends on axioms: [propext, Classical.choice, Quot.sound]
'TilesProductBasis.complement_partialTranspose' depends on axioms: [propext, Classical.choice, Quot.sound]
'TilesProductBasis.complement_not_separable' depends on axioms: [propext, Classical.choice, Quot.sound]
```

Q: So what may I take away for physics?

A: That a positive partial transpose does not certify separability for two three-level systems, shown by one explicit state, \(P/4\). The theorems concern this state alone; they don't say how much noise its entanglement survives or what it could be used for.
